# Birch's theorem: one positive equilibrium in the stoichiometric class of each positive state, given a reference equilibrium

Q: I mix reacting species in a closed vessel and ask for the equilibrium composition. What does "equilibrium" mean in your version: vanishing rates, or equilibrium constants?

A: Equilibrium constants. A positive composition $x$ is an equilibrium if every reaction $r$ satisfies $\prod_i x_i^{\nu_{ri}}=K_r$, where $\nu_{ri}$ is the net integer coefficient of species $i$, positive for products. There are no rate laws. The mixture is ideal and held at fixed temperature and volume, with concentrations in units of the standard one.

Q: And where does the geometry come in?

A: Reactions change the initial composition $a$ only by vectors in a subspace $S$. The compositions that differ from $a$ by a vector of $S$ form its stoichiometric class. Given a positive $a$ and a positive reference $b$, Birch's theorem finds exactly one positive $x$ with $x-a\in S$ and $\ln(x/b)\perp S$. If some species are absent at the start, but a vector of $S$ leads from that mixture to a positive composition, take the latter as $a$: the condition on $x$ is the same. In Lean, `ι` is the finite set of species, `ρ` labels the reactions, and `Perp` uses the ordinary dot product.

```lean
import Mathlib

open Finset

namespace BirchEquilibrium

noncomputable section

variable {ι ρ : Type*} [Fintype ι]

/-- The vector `u` is orthogonal to every vector of the subspace `S`. -/
def Perp (S : Submodule ℝ (ι → ℝ)) (u : ι → ℝ) : Prop :=
  ∀ s ∈ S, ∑ i, s i * u i = 0
```

Q: Why should such an $x$ exist?

A: Write $x_i=b_ie^{u_i}$ and minimise the following function over $u\perp S$:
$$F(u)=\sum_i(b_ie^{u_i}-a_iu_i).$$

```lean
/-- The dual function `∑ (bᵢ exp uᵢ - aᵢ uᵢ)` of the log-ratios `u`. -/
def dualFn (a b u : ι → ℝ) : ℝ := ∑ i, (b i * Real.exp (u i) - a i * u i)
```

Q: What stops the minimum from escaping to infinity?

A: Each term grows at least linearly. Put $t_i=\ln(2a_i/b_i)$. If $u_i\ge0$, then $b_ie^{u_i}=2a_ie^{u_i-t_i}\ge2a_i(u_i-t_i+1)$, so the term is at least $a_iu_i-2a_i|t_i|$. If $u_i\le0$, then $-a_iu_i=a_i|u_i|$ and the exponential only helps. `term_lower` makes the same case split:

```lean
/-- For positive `a` and `b`, one term of the dual function grows at least linearly in `|u|`. -/
theorem term_lower {a b : ℝ} (ha : 0 < a) (hb : 0 < b) (u : ℝ) :
    a * |u| - 2 * a * |Real.log (2 * a / b)| ≤ b * Real.exp u - a * u := by
  have ht : Real.exp (Real.log (2 * a / b)) = 2 * a / b := Real.exp_log (by positivity)
  generalize Real.log (2 * a / b) = t at ht ⊢
  have h1 : b * Real.exp u = 2 * a * Real.exp (u - t) := by
    rw [Real.exp_sub, ht]; field_simp
  have h2 : 0 ≤ 2 * a := by positivity
  rcases le_total 0 u with h | h
  · rw [abs_of_nonneg h, h1]
    nlinarith [mul_le_mul_of_nonneg_left (Real.add_one_le_exp (u - t)) h2,
      mul_le_mul_of_nonneg_left (le_abs_self t) h2]
  · rw [abs_of_nonpos h]
    have h3 : 0 < b * Real.exp u := by positivity
    have h4 : 0 ≤ 2 * a * |t| := by positivity
    linarith
```

Since $F(0)=\sum_ib_i$, any $v$ with $F(v)\le F(0)$ obeys $a_i|v_i|\le M$, where $M=\sum_jb_j+\sum_j2a_j|t_j|$. This is a compact box. Its intersection with the closed set of vectors orthogonal to $S$ contains $0$, so the continuous $F$ has a minimiser there. Outside the box $F$ exceeds $F(0)$, so the minimum holds for all $v\perp S$.

```lean
/-- For positive `a` and `b`, the dual function attains its minimum over the vectors
orthogonal to `S`. -/
theorem exists_minimiser (S : Submodule ℝ (ι → ℝ)) {a b : ι → ℝ}
    (ha : ∀ i, 0 < a i) (hb : ∀ i, 0 < b i) :
    ∃ u, Perp S u ∧ ∀ v, Perp S v → dualFn a b u ≤ dualFn a b v := by
  obtain ⟨M, hM⟩ : ∃ M, M = ∑ i, b i + ∑ i, 2 * a i * |Real.log (2 * a i / b i)| := ⟨_, rfl⟩
  -- a low value of the dual function confines `v` to a box
  have hbox : ∀ v, dualFn a b v ≤ ∑ i, b i →
      v ∈ Set.Icc (fun i => -(M / a i)) (fun i => M / a i) := by
    intro v hv
    have key : ∀ i, |v i| ≤ M / a i := by
      intro i
      rw [le_div_iff₀ (ha i)]
      have h1 : a i * |v i| ≤ ∑ j, a j * |v j| :=
        Finset.single_le_sum (f := fun j => a j * |v j|)
          (fun j _ => mul_nonneg (ha j).le (abs_nonneg _)) (mem_univ i)
      have h2 : ∑ j, (a j * |v j| - 2 * a j * |Real.log (2 * a j / b j)|) ≤ dualFn a b v :=
        Finset.sum_le_sum fun j _ => term_lower (ha j) (hb j) (v j)
      rw [Finset.sum_sub_distrib] at h2
      linarith
    exact ⟨fun i => (abs_le.mp (key i)).1, fun i => (abs_le.mp (key i)).2⟩
  have hclosed : IsClosed {u : ι → ℝ | Perp S u} := by
    simp only [Perp, Set.ofPred_forall]
    exact isClosed_iInter fun s => isClosed_iInter fun _ =>
      isClosed_eq (by fun_prop) continuous_const
  have hcont : Continuous (dualFn a b) := by unfold dualFn; fun_prop
  have h0 : dualFn a b 0 = ∑ i, b i := by simp [dualFn]
  have hp0 : Perp S 0 := fun s _ => by simp
  obtain ⟨u, hu, hmin⟩ := (isCompact_Icc.inter_right hclosed).exists_isMinOn
    ⟨0, hbox 0 h0.le, hp0⟩ hcont.continuousOn
  refine ⟨u, hu.2, fun v hv => ?_⟩
  by_cases h : dualFn a b v ≤ ∑ i, b i
  · exact isMinOn_iff.mp hmin v ⟨hbox v h, hv⟩
  · have := isMinOn_iff.mp hmin 0 ⟨hbox 0 h0.le, hp0⟩
    linarith [not_le.mp h]
```

Q: You minimised over log-ratios. Why does $x-a$ land in $S$?

A: For every $v\perp S$, stationarity gives
$$0=\frac{d}{dt}F(u+tv)\Big|_{t=0}=\sum_i(b_ie^{u_i}-a_i)v_i.$$
So $x-a$ is orthogonal to everything orthogonal to $S$, and in finite dimension that puts it in $S$. In Lean, `stat` is the derivative step. The last lines turn each linear functional vanishing on $S$ into its coefficient vector and apply `stat` to it.

```lean
/-- At a minimiser `u` of the dual function over the vectors orthogonal to `S`, the
displacement `b exp u - a` lies in `S`. -/
theorem displacement_mem (S : Submodule ℝ (ι → ℝ)) {a b u : ι → ℝ} (hu : Perp S u)
    (hmin : ∀ v, Perp S v → dualFn a b u ≤ dualFn a b v) :
    (fun i => b i * Real.exp (u i) - a i) ∈ S := by
  classical
  -- the derivative along each orthogonal direction vanishes
  have stat : ∀ v, Perp S v → ∑ i, (b i * Real.exp (u i) - a i) * v i = 0 := by
    intro v hv
    have hd : HasDerivAt (fun t : ℝ => dualFn a b (fun i => u i + t * v i))
        (∑ i, (b i * Real.exp (u i) - a i) * v i) 0 := by
      unfold dualFn
      apply HasDerivAt.fun_sum
      intro i _
      have h1 : HasDerivAt (fun t : ℝ => u i + t * v i) (v i) 0 :=
        (((hasDerivAt_id' (0 : ℝ)).mul_const (v i)).const_add (u i)).congr_deriv (one_mul _)
      exact ((h1.exp.const_mul (b i)).fun_sub (h1.const_mul (a i))).congr_deriv
        (by simp only [zero_mul, add_zero]; ring)
    have hg : ∀ t : ℝ, dualFn a b (fun i => u i + 0 * v i) ≤
        dualFn a b (fun i => u i + t * v i) := by
      intro t
      simp only [zero_mul, add_zero]
      refine hmin _ fun s hs => ?_
      have e : ∑ i, s i * (u i + t * v i) = ∑ i, s i * u i + t * ∑ i, s i * v i := by
        rw [Finset.mul_sum, ← Finset.sum_add_distrib]
        exact Finset.sum_congr rfl fun i _ => by ring
      rw [e, hu s hs, hv s hs]; ring
    have hm : IsLocalMin (fun t : ℝ => dualFn a b (fun i => u i + t * v i)) 0 :=
      Filter.Eventually.of_forall hg
    exact hm.hasDerivAt_eq_zero hd
  -- a vector killed by all functionals vanishing on `S` lies in `S`
  rw [← Subspace.forall_mem_dualAnnihilator_apply_eq_zero_iff]
  intro f hf
  rw [LinearMap.pi_apply_eq_sum_univ f]
  refine stat (fun i => f fun j => if i = j then 1 else 0) fun s hs => ?_
  have h := (Submodule.mem_dualAnnihilator f).mp hf s hs
  rw [LinearMap.pi_apply_eq_sum_univ f s] at h
  exact h
```

Q: Could there be a second solution $y$?

A: Let $p_i=\ln(y_i/b_i)$ and $q_i=\ln(x_i/b_i)$. Then $y-x\in S$ and $p-q\perp S$, so
$$0=\sum_i(y_i-x_i)(p_i-q_i)=\sum_ib_i(e^{p_i}-e^{q_i})(p_i-q_i).$$
The exponential is strictly increasing, so no term is negative and each vanishes only if $p_i=q_i$. Hence $y=x$.

```lean
/-- With positive weights `c`, the sum of `c (exp p - exp q)(p - q)` vanishes only if
`p = q` in every term. -/
theorem eq_of_sum_gap {κ : Type*} [Fintype κ] {c p q : κ → ℝ} (hc : ∀ i, 0 < c i)
    (h : ∑ i, c i * ((Real.exp (p i) - Real.exp (q i)) * (p i - q i)) = 0) (i : κ) :
    p i = q i := by
  have h0 : ∀ i, 0 ≤ c i * ((Real.exp (p i) - Real.exp (q i)) * (p i - q i)) := by
    intro i
    refine mul_nonneg (hc i).le ?_
    rcases le_total (p i) (q i) with h | h <;>
      nlinarith [mul_nonneg (sub_nonneg.2 h) (sub_nonneg.2 (Real.exp_le_exp.2 h))]
  have hi := (Finset.sum_eq_zero_iff_of_nonneg fun i _ => h0 i).mp h i (mem_univ i)
  rcases mul_eq_zero.mp ((mul_eq_zero.mp hi).resolve_left (hc i).ne') with h | h
  · exact Real.exp_injective (sub_eq_zero.mp h)
  · exact sub_eq_zero.mp h
```

`birch` assembles the two halves, with `∃!` meaning "exactly one":

```lean
/-- **Birch's theorem.** For positive `a` and `b` there is exactly one positive `x` with
`x - a` in `S` and `ln (x / b)` orthogonal to `S`. -/
theorem birch (S : Submodule ℝ (ι → ℝ)) {a b : ι → ℝ}
    (ha : ∀ i, 0 < a i) (hb : ∀ i, 0 < b i) :
    ∃! x : ι → ℝ, (∀ i, 0 < x i) ∧ x - a ∈ S ∧ Perp S (fun i => Real.log (x i / b i)) := by
  obtain ⟨u, hu, hmin⟩ := exists_minimiser S ha hb
  have hlog : ∀ i, Real.log (b i * Real.exp (u i) / b i) = u i := fun i => by
    rw [mul_div_cancel_left₀ _ (hb i).ne', Real.log_exp]
  refine ⟨fun i => b i * Real.exp (u i), ⟨fun i => mul_pos (hb i) (Real.exp_pos _),
    displacement_mem S hu hmin, ?_⟩, ?_⟩
  · simp only [hlog]; exact hu
  · rintro y ⟨hy, hyS, hyP⟩
    have e : ∀ i, b i * Real.exp (Real.log (y i / b i)) = y i := fun i => by
      rw [Real.exp_log (div_pos (hy i) (hb i)), mul_div_cancel₀ _ (hb i).ne']
    -- the difference of two solutions lies in `S`, that of their logarithms is orthogonal
    have hd := S.sub_mem hyS (displacement_mem S hu hmin)
    have key := eq_of_sum_gap (p := fun i => Real.log (y i / b i)) (q := u) hb (by
      have h1 := hyP _ hd
      have h2 := hu _ hd
      rw [← sub_zero (0 : ℝ)]
      nth_rewrite 1 [← h1]
      rw [← h2, ← Finset.sum_sub_distrib]
      refine Finset.sum_congr rfl fun i _ => ?_
      simp only [Pi.sub_apply]
      linear_combination (Real.log (y i / b i) - u i) * e i)
    funext i
    have hk : Real.log (y i / b i) = u i := key i
    have h := e i
    rw [hk] at h
    exact h.symm
```

Q: That is still geometry. Where are my reactions?

A: `stoich` takes $S$ to be the span of the reaction vectors. Note that `ν r i` puts the reaction first, the transpose of the usual stoichiometric matrix.

```lean
/-- The stoichiometric subspace, spanned by the reaction vectors `ν r`. -/
def stoich (ν : ρ → ι → ℤ) : Submodule ℝ (ι → ℝ) :=
  Submodule.span ℝ (Set.range fun r i => (ν r i : ℝ))
```

`quotient` is the chemist's reaction quotient $Q_r$, not a quotient space:

```lean
/-- The reaction quotient `∏ xᵢ ^ νᵢ` of reaction `r` at positive concentrations `x`. -/
def quotient (ν : ρ → ι → ℤ) (x : ι → ℝ) (r : ρ) : ℝ := ∏ i, x i ^ ν r i
```

The link between them is
$$Q_r(x)=Q_r(b)\exp\Big(\sum_i\nu_{ri}\ln(x_i/b_i)\Big).$$
The quotients at $x$ and $b$ therefore agree for all $r$ exactly when $\ln(x/b)$ is orthogonal to every reaction vector, and by linearity to their span. The span induction in Lean is that linearity.

```lean
/-- Two positive states `x` and `b` have the same reaction quotients exactly when
`ln (x / b)` is orthogonal to the stoichiometric subspace. -/
theorem quotient_eq_iff (ν : ρ → ι → ℤ) {b x : ι → ℝ}
    (hb : ∀ i, 0 < b i) (hx : ∀ i, 0 < x i) :
    (∀ r, quotient ν x r = quotient ν b r) ↔
      Perp (stoich ν) (fun i => Real.log (x i / b i)) := by
  have hQ : ∀ r, 0 < quotient ν b r := fun r => Finset.prod_pos fun i _ => zpow_pos (hb i) _
  have mono : ∀ r, quotient ν x r =
      quotient ν b r * Real.exp (∑ i, (ν r i : ℝ) * Real.log (x i / b i)) := by
    intro r
    unfold quotient
    rw [Real.exp_sum, ← Finset.prod_mul_distrib]
    refine Finset.prod_congr rfl fun i _ => ?_
    rw [← Real.log_zpow, Real.exp_log (zpow_pos (div_pos (hx i) (hb i)) _), div_zpow,
      mul_div_cancel₀ _ (zpow_pos (hb i) _).ne']
  constructor
  · intro h s hs
    change ∑ i, s i * Real.log (x i / b i) = 0
    unfold stoich at hs
    -- orthogonality to the reaction vectors extends to their span
    induction hs using Submodule.span_induction with
    | mem s hs =>
      obtain ⟨r, rfl⟩ := hs
      have h1 := mono r
      rw [h r] at h1
      exact (Real.exp_eq_one_iff _).mp
        (mul_left_cancel₀ (hQ r).ne' (by rw [mul_one]; exact h1.symm))
    | zero => simp
    | add s t _ _ h1 h2 =>
      simp only [Pi.add_apply, add_mul, Finset.sum_add_distrib]
      rw [h1, h2, add_zero]
    | smul c s _ h1 =>
      simp only [Pi.smul_apply, smul_eq_mul, mul_assoc, ← Finset.mul_sum]
      rw [h1, mul_zero]
  · intro h r
    have h1 : ∑ i, (ν r i : ℝ) * Real.log (x i / b i) = 0 :=
      h (fun i => (ν r i : ℝ)) (Submodule.subset_span ⟨r, rfl⟩)
    rw [mono r, h1, Real.exp_zero, mul_one]
```

Q: So any list of constants $K_r$ gives me one equilibrium?

A: No. The hypothesis `hK` says that some positive $b$, in any class, already satisfies all the constants. Physically, the $K_r$ must come from one set of standard chemical potentials; listing the same reaction twice with different constants violates this. Given such a $b$, `birch` supplies $x$, and `quotient_eq_iff` translates orthogonality into $Q_r(x)=K_r$ and back.

```lean
/-- If some positive state `b` satisfies the law of mass action with equilibrium constants `K`,
then the stoichiometric class of every positive `a` holds exactly one positive state that
does. -/
theorem existsUnique_equilibrium (ν : ρ → ι → ℤ) {K : ρ → ℝ} {a b : ι → ℝ}
    (ha : ∀ i, 0 < a i) (hb : ∀ i, 0 < b i) (hK : ∀ r, quotient ν b r = K r) :
    ∃! x : ι → ℝ, (∀ i, 0 < x i) ∧ x - a ∈ stoich ν ∧ ∀ r, quotient ν x r = K r := by
  obtain ⟨x, ⟨hx, hS, hP⟩, hu⟩ := birch (stoich ν) ha hb
  refine ⟨x, ⟨hx, hS, fun r => ((quotient_eq_iff ν hb hx).2 hP r).trans (hK r)⟩, ?_⟩
  rintro y ⟨hy, hyS, hyK⟩
  exact hu y ⟨hy, hyS, (quotient_eq_iff ν hb hy).1 fun r => (hyK r).trans (hK r).symm⟩

end

end BirchEquilibrium
```

```lean
#print axioms BirchEquilibrium.existsUnique_equilibrium
-- 'BirchEquilibrium.existsUnique_equilibrium' depends on axioms: [propext, Classical.choice, Quot.sound]
```

Q: Does my vessel actually get there?

A: The theorem does not say. It contains no rates, and a reaction that is too slow can keep the mixture away from this $x$ for as long as you watch. What you do have, for an ideal mixture with consistent constants, is that an equilibrium solver has a single positive composition to find from each positive starting mixture.
